# Projection onto one pseudo-particle as $\lambda\to\infty$, for a finite range of charges

For real numbers $A_Q, Z_Q$ labelled by a charge $Q=0,\dots,M$ with $M\ge1$, $Z_1>0$, all $Z_Q\ge0$, and inverse temperature $\beta>0$, the ratio $\sum_Q Q A_Q e^{-\beta\lambda Q}\big/\sum_Q Q Z_Q e^{-\beta\lambda Q}$ has a positive denominator for every real $\lambda$ and tends to $A_1/Z_1$ as $\lambda\to\infty$. Let $H$ be a finite real symmetric Hamiltonian that conserves the pseudo-particle number, $O$ a real matrix and $P_Q$ the projector onto the states with $Q$ pseudo-particles. For $A_Q=\mathrm{Tr}[P_Qe^{-\beta H}O]$ and $Z_Q=\mathrm{Tr}[P_Qe^{-\beta H}]$, this limit is the canonical average of $O$ in the sector with exactly one pseudo-particle.

In Lean 4 with Mathlib:

```lean
import Mathlib

open Filter Topology Finset Matrix

namespace PseudoParticleProjection

noncomputable section

/-- Grand-canonical sum `∑_{Q ≤ M} X_Q e^{-βλQ}` of sector quantities `X_Q`, with energy cost `λ`
per pseudo-particle (chemical potential `-λ`). -/
def grandSum (M : ℕ) (β : ℝ) (X : ℕ → ℝ) (lam : ℝ) : ℝ :=
  ∑ Q ∈ range (M + 1), X Q * Real.exp (-(β * lam * Q))

/-- Charge-weighted grand-canonical sum `∑_{Q ≤ M} Q X_Q e^{-βλQ}`. -/
def chargeSum (M : ℕ) (β : ℝ) (X : ℕ → ℝ) (lam : ℝ) : ℝ :=
  ∑ Q ∈ range (M + 1), Q * X Q * Real.exp (-(β * lam * Q))

/-- As `λ → ∞` the grand-canonical sum tends to its `Q = 0` term. -/
theorem grandSum_tendsto (M : ℕ) {β : ℝ} (hβ : 0 < β) (X : ℕ → ℝ) :
    Tendsto (grandSum M β X) atTop (𝓝 (X 0)) := by
  -- the sum is a polynomial in the fugacity, and the fugacity tends to zero
  have hz : Tendsto (fun lam : ℝ => Real.exp (-(β * lam))) atTop (𝓝 0) :=
    Real.tendsto_exp_neg_atTop_nhds_zero.comp (tendsto_id.const_mul_atTop hβ)
  have hc : Continuous fun z : ℝ => ∑ k ∈ range (M + 1), X k * z ^ k := by fun_prop
  have h := (hc.tendsto 0).comp hz
  have h0 : ∑ k ∈ range (M + 1), X k * (0 : ℝ) ^ k = X 0 := by
    simp [Finset.sum_range_succ']
  rw [h0] at h
  refine h.congr fun lam => ?_
  simp only [Function.comp, grandSum]
  refine Finset.sum_congr rfl fun k _ => ?_
  rw [← Real.exp_nat_mul]
  congr 2
  ring

/-- The grand-canonical sum is its `Q = 0` term plus `e^{-βλ}` times the sum with all
charges shifted down by one. -/
theorem grandSum_shift (M : ℕ) (β : ℝ) (X : ℕ → ℝ) (lam : ℝ) :
    grandSum (M + 1) β X lam
      = X 0 + Real.exp (-(β * lam)) * grandSum M β (fun k => X (k + 1)) lam := by
  unfold grandSum
  rw [Finset.sum_range_succ', Finset.mul_sum, add_comm]
  congr 1
  · simp
  · refine Finset.sum_congr rfl fun k _ => ?_
    have h : Real.exp (-(β * lam * ((k + 1 : ℕ) : ℝ)))
        = Real.exp (-(β * lam)) * Real.exp (-(β * lam * k)) := by
      rw [← Real.exp_add]
      congr 1
      push_cast
      ring
    rw [h]
    ring

/-- If the `Q = 0` term vanishes, `e^{βλ}` times the grand-canonical sum tends to the
`Q = 1` term as `λ → ∞`. -/
theorem vacuumFree_tendsto {M : ℕ} (hM : 1 ≤ M) {β : ℝ} (hβ : 0 < β) (X : ℕ → ℝ)
    (h0 : X 0 = 0) :
    Tendsto (fun lam => Real.exp (β * lam) * grandSum M β X lam) atTop (𝓝 (X 1)) := by
  obtain ⟨m, rfl⟩ : ∃ m, M = m + 1 := ⟨M - 1, by omega⟩
  have h : Tendsto (grandSum m β fun k => X (k + 1)) atTop (𝓝 (X 1)) :=
    grandSum_tendsto m hβ fun k => X (k + 1)
  refine h.congr fun lam => ?_
  rw [grandSum_shift, h0, zero_add, ← mul_assoc, ← Real.exp_add]
  simp

/-- Projection onto one pseudo-particle: `∑ Q Z_Q e^{-βλQ}` is positive for every `λ`, and
`∑ Q A_Q e^{-βλQ} / ∑ Q Z_Q e^{-βλQ}` tends to `A_1 / Z_1` as `λ → ∞`. -/
theorem projection {M : ℕ} (hM : 1 ≤ M) {β : ℝ} (hβ : 0 < β) (A Z : ℕ → ℝ)
    (hZ1 : 0 < Z 1) (hZ : ∀ Q ≤ M, 0 ≤ Z Q) :
    (∀ lam, 0 < chargeSum M β Z lam) ∧
      Tendsto (fun lam => chargeSum M β A lam / chargeSum M β Z lam) atTop
        (𝓝 (A 1 / Z 1)) := by
  constructor
  · intro lam
    refine Finset.sum_pos' (fun Q hQ => ?_) ⟨1, mem_range.2 (by omega), ?_⟩
    · have := hZ Q (by have := mem_range.1 hQ; omega)
      positivity
    · positivity
  · -- the weight `Q` removes the vacuum sector from numerator and denominator
    have hA := vacuumFree_tendsto hM hβ (fun Q => Q * A Q) (by simp)
    have hZ' := vacuumFree_tendsto hM hβ (fun Q => Q * Z Q) (by simp)
    simp only [Nat.cast_one, one_mul] at hA hZ'
    refine (hA.div hZ' hZ1.ne').congr fun lam => ?_
    exact mul_div_mul_left _ _ (Real.exp_ne_zero _)

/-- Rate of the projection: `e^{βλ}` times the deviation of the ratio from `A_1 / Z_1` tends
to `2 (A_2 Z_1 - A_1 Z_2) / Z_1²` as `λ → ∞`. -/
theorem projection_rate {M : ℕ} (hM : 2 ≤ M) {β : ℝ} (hβ : 0 < β) (A Z : ℕ → ℝ)
    (hZ1 : 0 < Z 1) (hZ : ∀ Q ≤ M, 0 ≤ Z Q) :
    Tendsto (fun lam => Real.exp (β * lam) *
        (chargeSum M β A lam / chargeSum M β Z lam - A 1 / Z 1)) atTop
      (𝓝 (2 * (A 2 * Z 1 - A 1 * Z 2) / Z 1 ^ 2)) := by
  obtain ⟨m, rfl⟩ : ∃ m, M = m + 1 := ⟨M - 1, by omega⟩
  have hpos := (projection (by omega) hβ A Z hZ1 hZ).1
  -- `W_Q = Q (A_Q Z_1 - A_1 Z_Q)` vanishes for `Q = 0` and `Q = 1`
  let W : ℕ → ℝ := fun Q => Q * (A Q * Z 1 - A 1 * Z Q)
  have hW := vacuumFree_tendsto (M := m) (by omega) hβ (fun k => W (k + 1)) (by simp [W])
  have hD := vacuumFree_tendsto (M := m + 1) (by omega) hβ (fun Q => Q * Z Q) (by simp)
  simp only [Nat.cast_one, one_mul] at hD
  have h := hW.div (hD.const_mul (Z 1)) (mul_pos hZ1 hZ1).ne'
  have hv : W (1 + 1) / (Z 1 * Z 1) = 2 * (A 2 * Z 1 - A 1 * Z 2) / Z 1 ^ 2 := by
    simp [W, sq]
  rw [← hv]
  refine h.congr fun lam => ?_
  have hlin : chargeSum (m + 1) β A lam * Z 1 - A 1 * chargeSum (m + 1) β Z lam
      = grandSum (m + 1) β W lam := by
    simp only [chargeSum, grandSum, W, Finset.mul_sum, Finset.sum_mul, ← Finset.sum_sub_distrib]
    exact Finset.sum_congr rfl fun k _ => by ring
  have hg : grandSum m β (fun k => W (k + 1)) lam = Real.exp (β * lam) *
      (chargeSum (m + 1) β A lam * Z 1 - A 1 * chargeSum (m + 1) β Z lam) := by
    have hW0 : W 0 = 0 := by simp [W]
    rw [hlin, grandSum_shift, hW0, zero_add, ← mul_assoc, ← Real.exp_add]
    simp
  have h1 := (hpos lam).ne'
  have h2 := hZ1.ne'
  have h3 := Real.exp_ne_zero (β * lam)
  show Real.exp (β * lam) * grandSum m β (fun k => W (k + 1)) lam /
    (Z 1 * (Real.exp (β * lam) * chargeSum (m + 1) β Z lam)) = _
  rw [hg]
  field_simp

variable {ι : Type*} [Fintype ι] [DecidableEq ι]

/-- Pseudo-particle number operator `Q`, diagonal with value `q i` on basis state `i`. -/
def chargeOp (q : ι → ℕ) : Matrix ι ι ℝ := diagonal fun i => (q i : ℝ)

/-- Projector `P_n` onto the basis states with `Q = n`. -/
def sectorProj (q : ι → ℕ) (n : ℕ) : Matrix ι ι ℝ :=
  diagonal fun i => if q i = n then 1 else 0

/-- Canonical trace `Tr[P_n e^{-βH} O]` in the sector `Q = n`. -/
def sectorTrace (q : ι → ℕ) (β : ℝ) (H O : Matrix ι ι ℝ) (n : ℕ) : ℝ :=
  trace (sectorProj q n * NormedSpace.exp ((-β) • H) * O)

/-- Charge-weighted grand-canonical trace `Tr[Q e^{-β(H + λQ)} O]`. -/
def grandTrace (q : ι → ℕ) (β : ℝ) (H O : Matrix ι ι ℝ) (lam : ℝ) : ℝ :=
  trace (chargeOp q * NormedSpace.exp ((-β) • (H + lam • chargeOp q)) * O)

/-- The sector trace is the sum of the diagonal elements of `e^{-βH} O` over states with
`Q = n`. -/
theorem sectorTrace_eq (q : ι → ℕ) (β : ℝ) (H O : Matrix ι ι ℝ) (n : ℕ) :
    sectorTrace q β H O n
      = ∑ i, if q i = n then (NormedSpace.exp ((-β) • H) * O) i i else 0 := by
  simp [sectorTrace, sectorProj, Matrix.mul_assoc, Matrix.trace, diagonal_mul]

/-- If `H` commutes with `Q` and all charges are at most `M`, the grand-canonical trace is the
charge-weighted sum of the sector traces. -/
theorem grandTrace_eq {q : ι → ℕ} {M : ℕ} (hq : ∀ i, q i ≤ M) (β : ℝ) {H : Matrix ι ι ℝ}
    (hc : Commute H (chargeOp q)) (O : Matrix ι ι ℝ) (lam : ℝ) :
    grandTrace q β H O lam = chargeSum M β (sectorTrace q β H O) lam := by
  have hd : (diagonal fun i => -(β * lam * (q i : ℝ))) = (-(β * lam)) • chargeOp q := by
    ext i j
    by_cases h : i = j <;> simp [chargeOp, h]
  have h1 : (-β) • (H + lam • chargeOp q)
      = (diagonal fun i => -(β * lam * (q i : ℝ))) + (-β) • H := by
    rw [hd]
    module
  have h2 : Commute (diagonal fun i => -(β * lam * (q i : ℝ))) ((-β) • H) := by
    rw [hd]
    exact (hc.symm.smul_left _).smul_right _
  have h3 : NormedSpace.exp (fun i => -(β * lam * (q i : ℝ)))
      = fun i => Real.exp (-(β * lam * (q i : ℝ))) := by
    rw [Pi.exp_def, Real.exp_eq_exp_ℝ]
  -- the Boltzmann operator factorises
  have hL : grandTrace q β H O lam = ∑ i, (q i : ℝ) * (Real.exp (-(β * lam * (q i : ℝ))) *
      (NormedSpace.exp ((-β) • H) * O) i i) := by
    rw [grandTrace, h1, Matrix.exp_add_of_commute _ _ h2, Matrix.exp_diagonal, h3]
    simp only [Matrix.mul_assoc]
    simp [Matrix.trace, chargeOp, diagonal_mul]
  rw [hL, chargeSum]
  simp only [sectorTrace_eq, Finset.mul_sum, Finset.sum_mul]
  rw [Finset.sum_comm]
  refine Finset.sum_congr rfl fun i _ => ?_
  rw [Finset.sum_eq_single (q i)]
  · rw [if_pos rfl]
    ring
  · intro b _ hb
    rw [if_neg (Ne.symm hb)]
    simp
  · intro h
    exact absurd (mem_range.2 (Nat.lt_succ_of_le (hq i))) h

/-- Every diagonal element of the exponential of a real symmetric matrix is positive. -/
theorem exp_diag_pos {S : Matrix ι ι ℝ} (hS : S.IsSymm) (i : ι) :
    0 < NormedSpace.exp S i i := by
  obtain ⟨E, hE⟩ : ∃ E, E = NormedSpace.exp ((1 / 2 : ℝ) • S) := ⟨_, rfl⟩
  have hEE : NormedSpace.exp S = E * E := by
    rw [hE, ← Matrix.exp_add_of_commute _ _ (Commute.refl _)]
    congr 1
    module
  have hT : Eᵀ = E := by rw [hE, ← Matrix.exp_transpose, transpose_smul, hS.eq]
  have hinv : E * NormedSpace.exp (-((1 / 2 : ℝ) • S)) = 1 := by
    rw [hE, ← Matrix.exp_add_of_commute _ _ (Commute.refl ((1 / 2 : ℝ) • S)).neg_right,
      add_neg_cancel,
      NormedSpace.exp_zero]
  have hs : ∀ j, E j i = E i j := fun j => congrFun (congrFun hT i) j
  -- a row of an invertible matrix is nonzero
  obtain ⟨j, hj⟩ : ∃ j, E i j ≠ 0 := by
    by_contra h
    have h' : ∀ j, E i j = 0 := fun j => by_contra fun hj => h ⟨j, hj⟩
    have := congrFun (congrFun hinv i) i
    simp [Matrix.mul_apply, h'] at this
  rw [hEE, Matrix.mul_apply]
  refine Finset.sum_pos' (fun k _ => ?_) ⟨j, mem_univ j, ?_⟩
  · rw [hs]
    exact mul_self_nonneg _
  · rw [hs]
    exact mul_self_pos.2 hj

/-- For `β > 0`, real symmetric `H` commuting with `Q` and a nonempty `Q = 1` sector, both partition
traces are positive and `Tr[Q e^{-β(H+λQ)} O] / Tr[Q e^{-β(H+λQ)}]` tends to `Tr[P_1 e^{-βH} O] /
Tr[P_1 e^{-βH}]` as `λ → ∞`. -/
theorem operator_projection {q : ι → ℕ} {i₀ : ι} (h1 : q i₀ = 1) {β : ℝ} (hβ : 0 < β)
    {H : Matrix ι ι ℝ} (hH : H.IsSymm) (hc : Commute H (chargeOp q)) (O : Matrix ι ι ℝ) :
    0 < sectorTrace q β H 1 1 ∧ (∀ lam, 0 < grandTrace q β H 1 lam) ∧
      Tendsto (fun lam => grandTrace q β H O lam / grandTrace q β H 1 lam) atTop
        (𝓝 (sectorTrace q β H O 1 / sectorTrace q β H 1 1)) := by
  have hq : ∀ i, q i ≤ univ.sup q := fun i => Finset.le_sup (mem_univ i)
  have hp := exp_diag_pos (hH.smul (-β))
  have hn : ∀ (n : ℕ) (i : ι), 0 ≤ if q i = n then
      (NormedSpace.exp ((-β) • H) * (1 : Matrix ι ι ℝ) : Matrix ι ι ℝ) i i else 0 := by
    intro n i
    rw [Matrix.mul_one]
    split_ifs
    · exact (hp i).le
    · exact le_rfl
  have hZ1 : 0 < sectorTrace q β H 1 1 := by
    rw [sectorTrace_eq]
    refine Finset.sum_pos' (fun i _ => hn 1 i) ⟨i₀, mem_univ _, ?_⟩
    rw [if_pos h1, Matrix.mul_one]
    exact hp i₀
  have hZ : ∀ Q ≤ univ.sup q, 0 ≤ sectorTrace q β H 1 Q := fun Q _ => by
    rw [sectorTrace_eq]
    exact Finset.sum_nonneg fun i _ => hn Q i
  have hM : 1 ≤ univ.sup q := by have := hq i₀; omega
  simp only [grandTrace_eq hq β hc]
  exact ⟨hZ1, projection hM hβ _ _ hZ1 hZ⟩

/-- Charges `0, 1, 1, 2` of a four-state model. -/
def modelCharge : Fin 4 → ℕ := ![0, 1, 1, 2]

/-- A four-state Hamiltonian that mixes the two states of charge one. -/
def modelH : Matrix (Fin 4) (Fin 4) ℝ := !![0, 0, 0, 0; 0, 1, 1, 0; 0, 1, 2, 0; 0, 0, 0, 3]

/-- The four-state model has a state of charge one, a symmetric Hamiltonian, and
`[H, Q] = 0`. -/
theorem operator_projection_witness :
    modelCharge 1 = 1 ∧ modelH.IsSymm ∧ Commute modelH (chargeOp modelCharge) := by
  refine ⟨rfl, ?_, ?_⟩
  · unfold Matrix.IsSymm
    ext i j
    fin_cases i <;> fin_cases j <;> simp [modelH]
  · unfold Commute SemiconjBy
    ext i j
    simp only [chargeOp, mul_diagonal, diagonal_mul]
    fin_cases i <;> fin_cases j <;> simp [modelH, modelCharge]
    norm_num

end

end PseudoParticleProjection
```

```lean
#print axioms PseudoParticleProjection.projection
#print axioms PseudoParticleProjection.projection_rate
#print axioms PseudoParticleProjection.operator_projection
```

```
'PseudoParticleProjection.projection' depends on axioms: [propext, Classical.choice, Quot.sound]
'PseudoParticleProjection.projection_rate' depends on axioms: [propext, Classical.choice, Quot.sound]
'PseudoParticleProjection.operator_projection' depends on axioms: [propext, Classical.choice, Quot.sound]
```

## Sums, traces and the impurity constraint

In a pseudo-particle representation each impurity state is created by its own auxiliary particle, and the physical states are those where the total number $\hat Q$ of auxiliary particles is one. Adding $\lambda\hat Q$ to the Hamiltonian $H$ charges an energy $\lambda$ per pseudo-particle; with this sign the fugacity is $z=e^{-\beta\lambda}$.

For a sequence $X_Q$, `grandSum` is $G_X(\lambda)=\sum_{Q=0}^M X_Q z^Q$ and `chargeSum` is $S_X(\lambda)=\sum_{Q=0}^M Q X_Q z^Q$; `lam` is $\lambda$ and `atTop` is $\lambda\to+\infty$ at fixed $\beta$ and $M$. The theorem `projection` is the statement about $S_A/S_Z$ above. The signs of the $Z_Q$ are those of sector partition functions, with $Z_1>0$ for a nonempty physical sector. For $M\ge2$, `projection_rate` adds
$$e^{\beta\lambda}\Big(\frac{S_A}{S_Z}-\frac{A_1}{Z_1}\Big)\to\frac{2(A_2Z_1-A_1Z_2)}{Z_1^2}.$$

At operator level, `ι` labels a finite basis, state $i$ has charge $q_i\in\mathbb N$, `chargeOp` is $\hat Q=\mathrm{diag}(q_i)$ and `sectorProj` is the projector $P_n$ onto $q_i=n$. For any real matrix $O$, `sectorTrace` is $\mathrm{Tr}[P_ne^{-\beta H}O]$ and `grandTrace` is $\mathrm{Tr}[\hat Qe^{-\beta(H+\lambda\hat Q)}O]$. The theorem `operator_projection` assumes a state `i₀` of charge one, $\beta>0$, $H$ symmetric and $[H,\hat Q]=0$. It states that both denominators below are positive and that
$$\frac{\mathrm{Tr}[\hat Qe^{-\beta(H+\lambda\hat Q)}O]}{\mathrm{Tr}[\hat Qe^{-\beta(H+\lambda\hat Q)}]}\to\frac{\mathrm{Tr}[P_1e^{-\beta H}O]}{\mathrm{Tr}[P_1e^{-\beta H}]}.$$
The traces are unnormalised, but the grand partition function cancels, so the left side is $\langle\hat QO\rangle_\lambda/\langle\hat Q\rangle_\lambda$ in terms of normalised grand-canonical averages. The commutation is assumed and not derived; it holds when every term of $H$ leaves the number of pseudo-particles unchanged, as does a term that turns one pseudo-particle into another. $O$ need not commute with $\hat Q$.

Taking $\lambda\to\infty$ is one way to impose $Q=1$ in pseudo-particle impurity solvers, such as those based on the non-crossing approximation; here it is proved for static averages in a finite real model. A continuous bath, unbounded pseudo-boson occupation, complex $H$, time-dependent correlation functions and the exchange of the limit with a diagrammatic expansion are not covered.

## The fugacity expansion

Since $\beta>0$, $z\to0$. The weight $Q$ removes the vacuum term, so
$$S_X=z\,\big(X_1+2X_2z+\dots+MX_Mz^{M-1}\big),$$
where the bracket is just $X_1$ for $M=1$. The factor $z$ cancels in $S_A/S_Z$ and the brackets tend to $A_1$ and $Z_1\neq0$. All terms of $S_Z$ are nonnegative and $Z_1z>0$, hence $S_Z>0$.

For the rate put $W_Q=Q(A_QZ_1-A_1Z_Q)$. Then
$$\frac{S_A}{S_Z}-\frac{A_1}{Z_1}=\frac{S_AZ_1-A_1S_Z}{Z_1S_Z}=\frac{\sum_QW_Qz^Q}{Z_1S_Z}.$$
Because $W_0=W_1=0$, the numerator is $z^2(W_2+O(z))$, and the denominator is $zZ_1(Z_1+O(z))$. Dividing by $z$ leaves $W_2/Z_1^2$ in the limit.

For the operators, $[H,\hat Q]=0$ gives $e^{-\beta(H+\lambda\hat Q)}=e^{-\beta\lambda\hat Q}e^{-\beta H}$, and the first factor is $\mathrm{diag}(z^{q_i})$. Grouping basis states by charge,
$$\mathrm{Tr}[\hat Qe^{-\beta(H+\lambda\hat Q)}O]=\sum_iq_iz^{q_i}(e^{-\beta H}O)_{ii}=\sum_{n=0}^{M}n\,z^n\,\mathrm{Tr}[P_ne^{-\beta H}O],$$
with $M=\max_iq_i$. So $A_n=\mathrm{Tr}[P_ne^{-\beta H}O]$ and $Z_n=\mathrm{Tr}[P_ne^{-\beta H}]$. For the signs, $E=e^{-\beta H/2}$ is symmetric and invertible, so $(e^{-\beta H})_{ii}=\sum_jE_{ij}^2>0$, no row of $E$ being zero. Thus $Z_n\ge0$, and $Z_1>0$ because of `i₀`.

## How the lemmas follow the expansion

`grandSum_tendsto` composes the continuous polynomial (`hc`) with $z\to0$ (`hz`) to get $G_X\to X_0$. `grandSum_shift` splits off $Q=0$ and extracts one factor $z$, and `vacuumFree_tendsto` combines the two: if $M\ge1$ and $X_0=0$ then $e^{\beta\lambda}G_X\to X_1$. In `projection` this is applied to $QA_Q$ and $QZ_Q$; `hA.div` divides the limits, using only `hZ1.ne'`, and `mul_div_mul_left` cancels $e^{\beta\lambda}$. The sign conditions enter through `Finset.sum_pos'` for the positivity of $S_Z$.

In `projection_rate`, `hlin` identifies the numerator with $G_W$, `hg` removes one factor $z$ using $W_0=0$, and `hW` removes the second by applying `vacuumFree_tendsto` to $W_{k+1}$ with $M-1\ge1$.

`sectorTrace_eq` writes a sector trace as a restricted diagonal sum. `grandTrace_eq` factorises with `Matrix.exp_add_of_commute`, evaluates the diagonal factor with `Matrix.exp_diagonal`, and swaps the sums so that only $n=q_i$ survives. `exp_diag_pos` is the sum-of-squares argument, and `operator_projection` passes everything to `projection` with `univ.sup q` as $M$.

## Small cases and an unweighted numerator

For $M=1$, $S_A/S_Z=A_1z/(Z_1z)=A_1/Z_1$ at every $\lambda$, so nothing remains to be suppressed. The theorem `operator_projection_witness` gives a four-state example with charges $0,1,1,2$, where `modelH` is symmetric, commutes with $\hat Q$, and mixes the two states of charge one through the block $\begin{pmatrix}1&1\\1&2\end{pmatrix}$.

If $A_0=0$, as for an observable that gives zero on the pseudo-particle vacuum, the same expansion yields $G_A=z(A_1+O(z))$, so $G_A/S_Z$, which corresponds to $\langle O\rangle_\lambda/\langle\hat Q\rangle_\lambda$, has the same limit $A_1/Z_1$. This variant and the exact $M=1$ identity are read off from the expansion and have no theorem of their own in the code.
